# A coherent-state solution of the forced oscillator whose mean level equals the first-order transition probability

The ladder operators of a harmonic oscillator are unbounded, so a precise statement about a driven oscillator must first fix what they act on. Here a state is its sequence of number-state amplitudes $c_0, c_1, c_2, \dots$, any sequence of complex numbers being admitted. The operators are rules that shift and weight such a sequence, and the Schrödinger equation is read level by level, as one ordinary differential equation for each $c_n$. No Hilbert space and no operator domain enter. Normalisation is therefore not assumed of a state, and it has to be proved for the solution that is written down.

## The driven oscillator in the interaction picture

Set $\hbar = 1$. The lowering operator $a$ and the raising operator $a^\dagger$ act on amplitudes by
$$(a c)_n = \sqrt{n+1}\,c_{n+1}, \qquad (a^\dagger c)_0 = 0, \qquad (a^\dagger c)_{n+1} = \sqrt{n+1}\,c_n .$$
For a complex drive $g(t)$, with complex conjugate $\bar g(t)$, the Hamiltonian is postulated to be
$$H(t) = -\big(g(t)\,a^\dagger + \bar g(t)\,a\big).$$
This is the form taken by a force term $-F(t)\,x$ on an oscillator of mass $m$, frequency $\omega$ and position $x = (a + a^\dagger)/\sqrt{2m\omega}$ once the free motion is removed, with $g(t) = F(t)\,e^{i\omega t}/\sqrt{2m\omega}$. The drive is assumed continuous at all real times, which stands for a force without jumps or instantaneous kicks.

Define the displacement $\alpha$, the phase $\theta$ and the amplitudes $c_n$ by
$$\alpha(t) = i\int_0^t g(s)\,ds, \qquad \theta(t) = \int_0^t \operatorname{Re}\big(\bar g(s)\,\alpha(s)\big)\,ds, \qquad c_n(t) = e^{\,i\theta(t) - |\alpha(t)|^2/2}\,\frac{\alpha(t)^n}{\sqrt{n!}} .$$
The claim has four parts. For continuous $g$, the sequence $c(0)$ is the ground state $(1, 0, 0, \dots)$. For every level $n$ and every real $t$, $c_n' = -i\,(Hc)_n$. The populations $P_n = |c_n|^2$ sum to one at all times. The mean level $\sum_n n P_n$ equals $|c_1^{(1)}|^2$, where $c_1^{(1)}(t) = -i\int_0^t \langle 1|H(s)|0\rangle\,ds$ is the amplitude that first-order time-dependent perturbation theory gives for the transition from level 0 to level 1.

For one exactly harmonic mode driven linearly from its ground state by a prescribed classical force, these amplitudes give a closed-form solution against which perturbation theory, or a propagation in a truncated number basis, can be compared.

## Why the amplitudes solve the Schrödinger equation

At $t = 0$ both integrals vanish, so $c_n(0) = 0^n/\sqrt{n!}$, which is 1 for $n = 0$ and 0 otherwise.

Write $c_n = e^{K}\alpha^n/\sqrt{n!}$ with exponent $K = i\theta - \alpha\bar\alpha/2$. Since $\sqrt{(n+1)!} = \sqrt{n+1}\,\sqrt{n!}$,
$$(a c)_n = \sqrt{n+1}\;\frac{e^K \alpha^{n+1}}{\sqrt{n+1}\sqrt{n!}} = \alpha\,c_n .$$
The fundamental theorem of calculus gives $\alpha' = ig$, hence $\bar\alpha' = -i\bar g$, and $\theta' = \operatorname{Re}(\bar g\alpha) = (\bar g\alpha + g\bar\alpha)/2$. The exponent then changes at the rate
$$K' = \frac{i}{2}\big(\bar g\alpha + g\bar\alpha\big) - \frac12\big(i g\bar\alpha - i\bar g\alpha\big) = i\,\bar g\,\alpha .$$
The terms in $g\bar\alpha$ cancel, and this cancellation is what the choice of $\theta'$ achieves. For level 0 the amplitude is $c_0 = e^K$, so
$$c_0' = i\bar g\alpha\,c_0 = i\bar g\,(ac)_0 = -i\,(Hc)_0,$$
because $(a^\dagger c)_0 = 0$. For level $n+1$ the product rule adds the derivative of the power:
$$c_{n+1}' = i\bar g\alpha\,c_{n+1} + \frac{e^K (n+1)\,\alpha^n\, ig}{\sqrt{n+1}\sqrt{n!}} = i\bar g\,(ac)_{n+1} + ig\sqrt{n+1}\,c_n = -i\,(Hc)_{n+1}.$$
The middle step uses $(n+1)/\sqrt{n+1} = \sqrt{n+1}$.

## Poisson populations and the first-order amplitude

Since $\theta$ is real, $|e^{i\theta}| = 1$ and $P_n = e^{-|\alpha|^2}|\alpha|^{2n}/n!$. The exponential series gives
$$\sum_{n=0}^\infty P_n = e^{-|\alpha|^2}\,e^{|\alpha|^2} = 1 .$$
From $(n+1)! = (n+1)\,n!$ follows $(n+1)P_{n+1} = |\alpha|^2 P_n$. The $n = 0$ term of the mean is zero, so
$$\sum_{n=0}^\infty n P_n = \sum_{n=0}^\infty (n+1)P_{n+1} = |\alpha|^2\sum_{n=0}^\infty P_n = |\alpha|^2 .$$
On the ground state, the level-1 component of $a^\dagger|0\rangle$ is 1 and that of $a|0\rangle$ is $\sqrt2$ times the level-2 amplitude, which is 0. Hence $\langle 1|H|0\rangle = -g$ and $c_1^{(1)} = -i\int_0^t(-g)\,ds = \alpha$. The first-order probability $|\alpha|^2$ thus equals the mean level of the solution for a drive of any strength, even where it exceeds 1 and can no longer be a probability. It is not the population of level 1, which is $|\alpha|^2 e^{-|\alpha|^2}$.

## A constant force over one period

A constant force with $\omega = 1$ and $F/\sqrt{2m\omega} = 1/2$ gives $g(t) = \tfrac12 e^{it}$. The integrals are
$$\alpha(t) = \tfrac12\big(e^{it} - 1\big), \qquad \bar g\alpha = \tfrac14\big(1 - e^{-it}\big), \qquad \theta(t) = \tfrac14\,(t - \sin t), \qquad |\alpha|^2 = \tfrac12\,(1 - \cos t).$$
At $t = \pi$ one has $g = -\tfrac12$, $\alpha = -1$ and $\theta = \pi/4$. Direct differentiation gives $K' = \tfrac{i}{4}(1 - \cos t) - \tfrac14\sin t$, which at $t = \pi$ is $i/2$, in agreement with $i\bar g\alpha = i/2$ there. The populations $e^{-1}/n!$ of levels 0 to 4 are $0.3679$, $0.3679$, $0.1839$, $0.0613$ and $0.0153$. They add to $0.9963$ and contribute $0.9810$ to the mean, whose full value is 1. First-order theory assigns probability 1 to level 1, where the solution has $0.3679$. At $t = 2\pi$ the displacement returns to zero and $\theta = \pi/2$, so the state is the ground state with $c_0 = i$. Neither these numbers nor the passage from $F$ to $g$, which is the change to the interaction picture, are contained in the Lean theorems below.

## States, operators and the candidate solution in Lean

In the code `I` is the imaginary unit and `conj` is complex conjugation.

```lean
import Mathlib

open Complex (I)
open ComplexConjugate

namespace ForcedOscillator

noncomputable section
```

A state has type `ℕ → ℂ`, with levels counted from 0 as above. The lowering operator reads the amplitude one level up.

```lean
/-- The lowering operator on number-state amplitudes: `(a c)_n = √(n+1) c_(n+1)`. -/
def lower (c : ℕ → ℂ) (n : ℕ) : ℂ := (Real.sqrt ((n : ℝ) + 1) : ℂ) * c (n + 1)
```

The raising operator is defined by cases on the level, so that an index $n - 1$ never occurs at $n = 0$.

```lean
/-- The raising operator on number-state amplitudes: `(a† c)_0 = 0` and
`(a† c)_(n+1) = √(n+1) c_n`. -/
def raise (c : ℕ → ℂ) : ℕ → ℂ
  | 0 => 0
  | n + 1 => (Real.sqrt ((n : ℝ) + 1) : ℂ) * c n
```

The Hamiltonian takes the value of the drive at one instant, a single complex number, and `ham g c n` is $(Hc)_n$. No inner product is defined, and neither the adjoint relation between `raise` and `lower` nor their commutator is used.

```lean
/-- The interaction-picture Hamiltonian `H = -(g a† + conj(g) a)` for the drive value `g`. -/
def ham (g : ℂ) (c : ℕ → ℂ) (n : ℕ) : ℂ := -(g * raise c n + conj g * lower c n)

/-- The ground state: amplitude one on level `0` and zero on all other levels. -/
def ground (n : ℕ) : ℂ := if n = 0 then 1 else 0
```

The coherent amplitudes are defined for any real phase and any complex displacement. The norm `‖α‖` is the modulus $|\alpha|$, and the amplitudes carry their normalising factor from the start. Lean's convention $0^0 = 1$ gives the right value of $c_0$ at $\alpha = 0$.

```lean
/-- Coherent-state amplitudes `exp(iθ - |α|²/2) αⁿ / √(n!)` with phase `θ`. -/
def coh (θ : ℝ) (α : ℂ) (n : ℕ) : ℂ :=
  Complex.exp (I * θ - (‖α‖ : ℂ) ^ 2 / 2) * α ^ n / (Real.sqrt (n.factorial : ℝ) : ℂ)
```

A drive is a function `g : ℝ → ℂ`. The integrals are oriented, so negative $t$ is included.

```lean
/-- The displacement `α(t) = i ∫₀ᵗ g(s) ds`. -/
def alpha (g : ℝ → ℂ) (t : ℝ) : ℂ := I * ∫ s in (0 : ℝ)..t, g s

/-- The phase `θ(t) = ∫₀ᵗ Re(conj(g(s)) α(s)) ds`. -/
def theta (g : ℝ → ℂ) (t : ℝ) : ℝ := ∫ s in (0 : ℝ)..t, (conj (g s) * alpha g s).re

/-- The coherent-state amplitudes with phase `θ(t)` and displacement `α(t)`. -/
def amp (g : ℝ → ℂ) (t : ℝ) : ℕ → ℂ := coh (theta g t) (alpha g t)
```

The matrix element $\langle 1|H(s)|0\rangle$ is represented by `ham (g s) ground 1`, the level-1 component of $H(s)$ applied to the ground state. The formula for the first-order amplitude is a definition here and is not derived from a perturbation series.

```lean
/-- The first-order amplitude `-i ∫₀ᵗ ⟨1|H(s)|0⟩ ds` for the transition from level `0`
to level `1`. -/
def firstOrder (g : ℝ → ℂ) (t : ℝ) : ℂ := -I * ∫ s in (0 : ℝ)..t, ham (g s) ground 1
```

## The eigenvalue relation and the equation of motion

The first lemma is the factorial identity, stated for real square roots viewed as complex numbers.

```lean
/-- The normalisation factors of neighbouring levels obey `√((n+1)!) = √(n+1) √(n!)`. -/
theorem sqrt_factorial_succ (n : ℕ) :
    (Real.sqrt ((n + 1).factorial : ℝ) : ℂ)
      = (Real.sqrt ((n : ℝ) + 1) : ℂ) * (Real.sqrt (n.factorial : ℝ) : ℂ) := by
  have h : ((n + 1).factorial : ℝ) = ((n : ℝ) + 1) * (n.factorial : ℝ) := by
    simp [Nat.factorial_succ]
  have h0 : (0 : ℝ) ≤ (n : ℝ) + 1 := by positivity
  rw [h, Real.sqrt_mul h0, Complex.ofReal_mul]
```

The relation $ac = \alpha c$ follows by splitting $\sqrt{(n+1)!}$ and $\alpha^{n+1}$ and cancelling the nonzero factor $\sqrt{n+1}$, which `field_simp` does.

```lean
/-- The lowering operator multiplies the coherent-state amplitudes by `α`. -/
theorem lower_coh (θ : ℝ) (α : ℂ) (n : ℕ) : lower (coh θ α) n = α * coh θ α n := by
  have hs : (Real.sqrt ((n : ℝ) + 1) : ℂ) ≠ 0 := Complex.ofReal_ne_zero.2 (by positivity)
  have hr : (Real.sqrt (n.factorial : ℝ) : ℂ) ≠ 0 := Complex.ofReal_ne_zero.2 (by positivity)
  unfold lower coh
  rw [sqrt_factorial_succ, pow_succ α n]
  field_simp
```

The central lemma knows nothing about integrals. It takes arbitrary paths `α` and `θ`, one number `g` and one time `t`, and assumes only the two derivative values `hα` and `hθ`. `HasDerivAt f d t` says that `f` is differentiable at `t` with derivative `d`. The step `hc` rewrites $|z|^2$ as `z * star z`, that is $z\bar z$, to which the product rule applies directly; the modulus $|\alpha(s)|$ itself need not be differentiable where $\alpha$ vanishes. The identity `key` is the computation $K' = i\bar g\alpha$, with the real part expanded by `Complex.re_eq_add_conj`, and `hK` states it as the derivative of the exponent. The term `hK.cexp.fun_mul (hα.fun_pow n)` is the chain and product rule for $e^K\alpha^n$, after which `congr_deriv` leaves an algebraic equality between that derivative and $-i(Hc)_n$. Rewriting with `lower_coh` turns the lowering term into $\alpha c_n$. The split `cases n` reproduces the two cases treated above, and `hs2` supplies $\sqrt{n+1}\sqrt{n+1} = n+1$ for level $n+1$.

```lean
/-- If `α' = i g` and `θ' = Re(conj(g) α)` at time `t`, the coherent-state amplitudes satisfy
the Schrödinger equation `c_n' = -i (H c)_n` at that time. -/
theorem coh_schrodinger {α : ℝ → ℂ} {θ : ℝ → ℝ} {g : ℂ} {t : ℝ}
    (hα : HasDerivAt α (I * g) t) (hθ : HasDerivAt θ (conj g * α t).re t) (n : ℕ) :
    HasDerivAt (fun s => coh (θ s) (α s) n) (-I * ham g (coh (θ t) (α t)) n) t := by
  have hc : ∀ (x : ℝ) (z : ℂ) (m : ℕ), coh x z m
      = Complex.exp (I * x - z * star z / 2) * z ^ m / (Real.sqrt (m.factorial : ℝ) : ℂ) := by
    intro x z m
    have hz : z * star z = (‖z‖ : ℂ) ^ 2 := by
      simp [Complex.mul_conj, Complex.normSq_eq_norm_sq]
    rw [hz, coh]
  -- phase and normalisation together change at the rate `i conj(g) α`
  have key : I * ((conj g * α t).re : ℂ) - (I * g * star (α t) + α t * star (I * g)) / 2
      = I * conj g * α t := by
    rw [Complex.re_eq_add_conj]
    simp only [Complex.star_def, map_mul, Complex.conj_conj, Complex.conj_I]
    ring
  have hK : HasDerivAt (fun s => I * (θ s : ℂ) - α s * star (α s) / 2) (I * conj g * α t) t :=
    ((hθ.ofReal_comp.const_mul I).fun_sub ((hα.fun_mul hα.star).div_const 2)).congr_deriv key
  have hf : (fun s => coh (θ s) (α s) n) = fun s =>
      Complex.exp (I * (θ s : ℂ) - α s * star (α s) / 2) * α s ^ n
        / (Real.sqrt (n.factorial : ℝ) : ℂ) := funext fun s => hc _ _ _
  rw [hf]
  refine ((hK.cexp.fun_mul (hα.fun_pow n)).div_const _).congr_deriv ?_
  unfold ham
  rw [lower_coh]
  cases n with
  | zero =>
    simp only [raise, hc, Nat.cast_zero]
    ring
  | succ n =>
    -- the derivative of `αⁿ⁺¹` produces the raising term
    have hs : (Real.sqrt ((n : ℝ) + 1) : ℂ) ≠ 0 := Complex.ofReal_ne_zero.2 (by positivity)
    have hr : (Real.sqrt (n.factorial : ℝ) : ℂ) ≠ 0 := Complex.ofReal_ne_zero.2 (by positivity)
    have h0 : (0 : ℝ) ≤ (n : ℝ) + 1 := by positivity
    have hs2 : (Real.sqrt ((n : ℝ) + 1) : ℂ) * (Real.sqrt ((n : ℝ) + 1) : ℂ)
        = ((n + 1 : ℕ) : ℂ) := by
      rw [← Complex.ofReal_mul, Real.mul_self_sqrt h0]
      simp
    simp only [raise, hc, Nat.add_sub_cancel, sqrt_factorial_succ]
    rw [← hs2]
    field_simp
    all_goals ring
```

## Normalisation and mean of a coherent state

The Poisson form of the populations comes from separating the exponent into a real part and $i\theta$ in `h1`, taking the modulus factor by factor, and squaring with $(e^{x/2})^2 = e^x$ in `h2`.

```lean
/-- The populations of a coherent state are the Poisson weights `exp(-|α|²) |α|²ⁿ / n!`. -/
theorem coh_norm_sq (θ : ℝ) (α : ℂ) (n : ℕ) :
    ‖coh θ α n‖ ^ 2 = Real.exp (-‖α‖ ^ 2) * (‖α‖ ^ 2) ^ n / (n.factorial : ℝ) := by
  have h1 : I * θ - (‖α‖ : ℂ) ^ 2 / 2 = ((-‖α‖ ^ 2 / 2 : ℝ) : ℂ) + θ * I := by
    push_cast
    ring
  have h2 : ∀ x : ℝ, Real.exp (x / 2) ^ 2 = Real.exp x := fun x => by
    rw [sq, ← Real.exp_add, add_halves]
  unfold coh
  rw [h1, Complex.exp_add, norm_div, norm_mul, norm_mul, norm_pow,
    Complex.norm_exp_ofReal_mul_I, Complex.norm_exp, Complex.ofReal_re, Complex.norm_real,
    Real.norm_eq_abs, div_pow, sq_abs, Real.sq_sqrt (Nat.cast_nonneg _), mul_one, mul_pow, h2]
  ring
```

`HasSum f s` says that the series of the terms `f n` converges to `s` regardless of order; for non-negative terms, as here, this coincides with ordinary convergence. The step `hexp` is the exponential series, which is then multiplied by $e^{-|\alpha|^2}$.

```lean
/-- The populations of a coherent state sum to one. -/
theorem coh_hasSum_one (θ : ℝ) (α : ℂ) : HasSum (fun n => ‖coh θ α n‖ ^ 2) 1 := by
  have hexp : ∀ x : ℝ, HasSum (fun n : ℕ => x ^ n / (n.factorial : ℝ)) (Real.exp x) := by
    intro x
    rw [Real.exp_eq_exp_ℝ]
    exact NormedSpace.expSeries_div_hasSum_exp x
  have h := (hexp (‖α‖ ^ 2)).mul_left (Real.exp (-‖α‖ ^ 2))
  rw [← Real.exp_add, neg_add_cancel, Real.exp_zero] at h
  simp only [coh_norm_sq, mul_div_assoc]
  exact h
```

For the mean, `hf` is the recursion $(n+1)P_{n+1} = |\alpha|^2P_n$. The shifted series is summed in `h'`, and `hasSum_nat_add_iff' 1` restores the omitted first term $0\cdot P_0$.

```lean
/-- The mean level number of a coherent state is `|α|²`. -/
theorem coh_mean (θ : ℝ) (α : ℂ) :
    HasSum (fun n : ℕ => (n : ℝ) * ‖coh θ α n‖ ^ 2) (‖α‖ ^ 2) := by
  have h := (coh_hasSum_one θ α).mul_left (‖α‖ ^ 2)
  -- `(n+1) P_(n+1) = |α|² P_n`
  have hf : (fun n : ℕ => ((n + 1 : ℕ) : ℝ) * ‖coh θ α (n + 1)‖ ^ 2)
      = fun n : ℕ => ‖α‖ ^ 2 * ‖coh θ α n‖ ^ 2 := by
    funext n
    rw [coh_norm_sq, coh_norm_sq, Nat.factorial_succ]
    push_cast
    field_simp
    all_goals ring
  have h' : HasSum (fun n : ℕ => ((n + 1 : ℕ) : ℝ) * ‖coh θ α (n + 1)‖ ^ 2)
      (‖α‖ ^ 2 - ∑ i ∈ Finset.range 1, (i : ℝ) * ‖coh θ α i‖ ^ 2) := by
    rw [hf]
    simpa using h
  refine (hasSum_nat_add_iff' 1).1 ?_
  exact h'
```

## From the drive to the displacement and the phase

Continuity of the drive is used in the next two lemmas and nowhere else. It makes $\int_0^t g$ differentiable with derivative $g(t)$ at every $t$.

```lean
/-- For a continuous drive the displacement obeys `α' = i g`. -/
theorem alpha_hasDerivAt {g : ℝ → ℂ} (hg : Continuous g) (t : ℝ) :
    HasDerivAt (alpha g) (I * g t) t :=
  (hg.integral_hasStrictDerivAt 0 t).hasDerivAt.const_mul I
```

Being differentiable, $\alpha$ is continuous, so the integrand $\operatorname{Re}(\bar g\alpha)$ is continuous and the same theorem of calculus applies to $\theta$.

```lean
/-- For a continuous drive the phase obeys `θ' = Re(conj(g) α)`. -/
theorem theta_hasDerivAt {g : ℝ → ℂ} (hg : Continuous g) (t : ℝ) :
    HasDerivAt (theta g) (conj (g t) * alpha g t).re t := by
  have hα : Continuous (alpha g) :=
    continuous_iff_continuousAt.2 fun s => (alpha_hasDerivAt hg s).continuousAt
  have h : Continuous fun s => (conj (g s) * alpha g s).re :=
    Complex.continuous_re.comp ((Complex.continuous_conj.comp hg).mul hα)
  exact (h.integral_hasStrictDerivAt 0 t).hasDerivAt
```

The identity $c_1^{(1)} = \alpha$ rests on `hh`, which is $\langle 1|H|0\rangle = -g$. It carries no hypothesis on `g`, but for a drive that is not integrable Lean sets both integrals to zero and the equality then has no physical content.

```lean
/-- The first-order amplitude for the transition `0 → 1` equals the displacement `α(t)`. -/
theorem firstOrder_eq_alpha (g : ℝ → ℂ) (t : ℝ) : firstOrder g t = alpha g t := by
  have hr : raise ground 1 = 1 := by
    show (Real.sqrt (((0 : ℕ) : ℝ) + 1) : ℂ) * ground 0 = 1
    simp [ground]
  have hh : ∀ s, ham (g s) ground 1 = -g s := by
    intro s
    simp [ham, hr, lower, ground]
  simp only [firstOrder, alpha, hh, intervalIntegral.integral_neg]
  ring
```

## The forced oscillator from its ground state

The final theorem has the single hypothesis `Continuous g` and four conclusions, in the order of the claim: the initial value, the equation $c_n' = -i(H(t)c)_n$ for all levels and all real times, the unit sum of the populations, and the mean level $|c_1^{(1)}(t)|^2$. The first follows by evaluating at $t = 0$ for level 0 and for level $n+1$. The second feeds the two derivative lemmas into `coh_schrodinger`. The last two apply the lemmas on coherent states at $\theta(t)$ and $\alpha(t)$, with `firstOrder_eq_alpha` replacing the first-order amplitude by the displacement.

The theorem exhibits a solution and does not state that it is the only one with this initial value. The derivative is taken for each amplitude separately and not in the norm of square-summable sequences. The oscillator is a single undamped and exactly harmonic mode, the drive is a prescribed function that does not respond to the state, and initial states other than the ground state are not treated.

```lean
/-- For a continuous drive the amplitudes start in the ground state and solve
`c_n' = -i (H(t) c)_n`; at every time the populations sum to one and the mean level number
equals the squared modulus of the first-order `0 → 1` amplitude. -/
theorem forced_oscillator {g : ℝ → ℂ} (hg : Continuous g) :
    amp g 0 = ground ∧
    (∀ n t, HasDerivAt (fun s => amp g s n) (-I * ham (g t) (amp g t) n) t) ∧
    (∀ t, HasSum (fun n => ‖amp g t n‖ ^ 2) 1) ∧
    (∀ t, HasSum (fun n : ℕ => (n : ℝ) * ‖amp g t n‖ ^ 2) (‖firstOrder g t‖ ^ 2)) := by
  refine ⟨?_, fun n t => ?_, fun t => coh_hasSum_one _ _, fun t => ?_⟩
  · funext n
    cases n <;> simp [amp, coh, theta, alpha, ground]
  · exact coh_schrodinger (alpha_hasDerivAt hg t) (theta_hasDerivAt hg t) n
  · rw [firstOrder_eq_alpha]
    exact coh_mean _ _

end

end ForcedOscillator
```

```lean
#print axioms ForcedOscillator.forced_oscillator
```

```
'ForcedOscillator.forced_oscillator' depends on axioms: [propext, Classical.choice, Quot.sound]
```
